# Sampling a Debye bath at the midpoints of equal slices of reorganisation energy makes the memory kernel's initial curvature diverge linearly with the number of modes

A: Take a Debye bath with cutoff frequency k > 0 and total reorganisation energy E ≥ 0, and represent it by N ≥ 1 modes of frequency w_j = k tan(π(2j+1)/(4N)), j = 0, …, N−1. With equal reorganisation energy in every mode, the mean square frequency and the second derivative at time zero of the memory kernel K, normalised so that K(0) = 2E, are

(1/N) Σ_j w_j² = k²(2N − 1)

K″(0) = −2E k²(2N − 1).

For E > 0 the curvature tends to −∞ as N grows.

```lean
import Mathlib

open Real Filter

namespace DebyeBathSampling

noncomputable section
```

Q: A tangent formula is not yet a bath. Where do the angles come from?

A: From the spectral density J(w) = 2Ekw/(k² + w²). Dividing it by πw gives the reorganisation energy per unit frequency, `reorgDensity`. Integrated from 0 to w, this is

(2E/π) arctan(w/k).

Cut E into N equal slices and put mode j at the midpoint of its slice, where the integral equals (j + 1/2)E/N. Solving for w gives w_j = k tan a_j with a_j = π(2j+1)/(4N). In the code, a_j is `midAngle N j` and w_j is `freq k N j`.

```lean
/-- The midpoint angle `π(2j+1)/(4N)` of mode `j = 0, …, N-1`, for `N ≥ 1`. -/
def midAngle (N j : ℕ) : ℝ := π * (2 * j + 1) / (4 * N)

/-- The sampled frequency `k tan(π(2j+1)/(4N))` of mode `j = 0, …, N-1`, for `N ≥ 1`. -/
def freq (k : ℝ) (N j : ℕ) : ℝ := k * tan (midAngle N j)

/-- Reorganisation energy per unit frequency of a Debye bath with total reorganisation energy `E`
and cutoff `k > 0`. -/
def reorgDensity (E k w : ℝ) : ℝ := 2 * E / π * (k / (k ^ 2 + w ^ 2))
```

Q: And the couplings?

A: A unit-mass oscillator coupled linearly, with constant c_j, to a dimensionless system coordinate has reorganisation energy c_j²/(2w_j²) for a unit change of that coordinate. The choice c_j = w_j √(2E/N) makes this E/N for every mode. The kernel is then

K(t) = Σ_j (c_j²/w_j²) cos(w_j t) = (2E/N) Σ_j cos(w_j t).

The file takes the first expression as its definition; it does not derive it from an equation of motion.

```lean
/-- The coupling constant of mode `j` in a bath of `N ≥ 1` modes, for `E ≥ 0`. -/
def coupling (E k : ℝ) (N j : ℕ) : ℝ := freq k N j * √(2 * E / N)

/-- The memory kernel `∑ (c_j² / w_j²) cos(w_j t)` of the sampled bath, for `E ≥ 0`, `k > 0` and
`N ≥ 1`. -/
def memoryKernel (E k : ℝ) (N : ℕ) (t : ℝ) : ℝ :=
  ∑ j ∈ Finset.range N, coupling E k N j ^ 2 / freq k N j ^ 2 * cos (freq k N j * t)
```

Q: You divide by w_j² and take tangents. Is that safe for every mode?

A: Yes. Since 1 ≤ 2j+1 ≤ 2N−1, each angle lies strictly between 0 and π/2, so w_j is finite and positive.

```lean
/-- The midpoint angles of the `N` modes lie strictly between `0` and `π/2`. -/
theorem midAngle_bounds {N j : ℕ} (hj : j < N) :
    0 < midAngle N j ∧ midAngle N j < π / 2 := by
  have hN : (0 : ℝ) < N := by exact_mod_cast (Nat.zero_le j).trans_lt hj
  have hj' : (j : ℝ) + 1 ≤ N := by exact_mod_cast hj
  unfold midAngle
  refine ⟨by positivity, ?_⟩
  rw [div_lt_iff₀ (by positivity)]
  nlinarith [mul_pos pi_pos (by linarith : (0 : ℝ) < 2 * N - 2 * j - 1)]
```

Q: How do you sum squared tangents in closed form?

A: Start with inverse squared sines. The addition formulas give

sin((2l+3)x) − sin((2l+1)x) = 2 sin x cos(2(l+1)x).

Adding these up from sin x gives the Dirichlet sum

sin((2l+1)x) = sin x · D_l(x), D_l(x) = 1 + 2 Σ_m cos(2(m+1)x), m = 0, …, l−1.

The Lean proof is the same argument as an induction on l.

```lean
/-- The Dirichlet sum: `sin((2l+1)x)` is `sin x` times a sum of even harmonics. -/
theorem dirichlet_sum (l : ℕ) (x : ℝ) : sin ((2 * l + 1) * x) =
    sin x * (1 + 2 * ∑ m ∈ Finset.range l, cos (2 * ((m : ℝ) + 1) * x)) := by
  induction l with
  | zero => simp
  | succ l ih =>
    have h1 : (2 * ((l + 1 : ℕ) : ℝ) + 1) * x = 2 * ((l : ℝ) + 1) * x + x := by
      push_cast; ring
    have h2 : (2 * (l : ℝ) + 1) * x = 2 * ((l : ℝ) + 1) * x - x := by ring
    rw [h2, sin_sub] at ih
    rw [h1, sin_add, Finset.sum_range_succ]
    linear_combination ih
```

A: Next,

sin²((n+1)x) − sin²(nx) = sin x sin((2n+1)x) = sin²x · D_n(x),

and adding these up gives

sin²(nx) = sin²x · Σ_l D_l(x), l = 0, …, n−1.

In the induction step, `linear_combination` adds the induction hypothesis, sin x times the Dirichlet identity, and a multiple of sin² + cos² = 1.

```lean
/-- The Fejér sum: `sin²(nx)` is `sin² x` times a sum of Dirichlet sums. -/
theorem fejer_sum (n : ℕ) (x : ℝ) : sin (n * x) ^ 2 = sin x ^ 2 *
    ∑ l ∈ Finset.range n, (1 + 2 * ∑ m ∈ Finset.range l, cos (2 * ((m : ℝ) + 1) * x)) := by
  induction n with
  | zero => simp
  | succ n ih =>
    have hd := dirichlet_sum n x
    have h1 : ((n + 1 : ℕ) : ℝ) * x = n * x + x := by push_cast; ring
    have h2 : (2 * (n : ℝ) + 1) * x = n * x + (n * x + x) := by ring
    rw [h2, sin_add, sin_add, cos_add] at hd
    rw [h1, sin_add, Finset.sum_range_succ]
    linear_combination ih + sin x * hd + sin (n * x) ^ 2 * sin_sq_add_cos_sq x
```

Q: That trades one sum for a double sum of cosines.

A: The cosines vanish once summed over the modes. For 0 < p < 2N put b = pπ/(2N), so that 2p a_j = (2j+1)b. The sum telescopes:

2 sin b Σ_j cos((2j+1)b) = sin(2Nb) = sin(pπ) = 0.

Since 0 < b < π, sin b is positive and the cosine sum is zero. The telescoping is the step `tele`.

```lean
/-- For `0 < p < 2N`, the sum of `cos(2pa)` over the `N` midpoint angles `a` is zero. -/
theorem sum_cos_midAngle {N p : ℕ} (hp : 0 < p) (hpN : p < 2 * N) :
    ∑ j ∈ Finset.range N, cos (2 * (p : ℝ) * midAngle N j) = 0 := by
  have hN : (0 : ℝ) < N := by exact_mod_cast (by omega : 0 < N)
  have hp' : (0 : ℝ) < p := by exact_mod_cast hp
  have hpN' : (p : ℝ) < 2 * N := by exact_mod_cast hpN
  -- the sum of odd harmonics telescopes after multiplication by `2 sin a`
  have tele : ∀ (a : ℝ) (M : ℕ),
      2 * sin a * ∑ j ∈ Finset.range M, cos ((2 * (j : ℝ) + 1) * a) = sin (2 * M * a) := by
    intro a M
    induction M with
    | zero => simp
    | succ M ih =>
      have h1 : 2 * ((M + 1 : ℕ) : ℝ) * a = (2 * M + 1) * a + a := by push_cast; ring
      have h2 : 2 * (M : ℝ) * a = (2 * M + 1) * a - a := by ring
      rw [Finset.sum_range_succ, mul_add, ih, h1, h2, sin_add, sin_sub]
      ring
  have hs : 0 < sin (p * π / (2 * N)) := by
    apply sin_pos_of_pos_of_lt_pi (by positivity)
    rw [div_lt_iff₀ (by positivity)]
    nlinarith [mul_pos pi_pos (sub_pos.mpr hpN')]
  have ha : 2 * (N : ℝ) * (p * π / (2 * N)) = p * π := by field_simp
  have h := tele (p * π / (2 * N)) N
  rw [ha, sin_nat_mul_pi] at h
  rw [← (mul_eq_zero.mp h).resolve_left (mul_pos two_pos hs).ne']
  refine Finset.sum_congr rfl fun j _ => ?_
  congr 1
  unfold midAngle
  ring
```

A: Now set n = 2N and x = a_j. Then 2N a_j = jπ + π/2, so sin²(2N a_j) = 1 and

1/sin² a_j = Σ_l D_l(a_j), l = 0, …, 2N−1.

That is `key`. Exchanging the sums with `Finset.sum_comm` leaves N from each of the 2N values of l (`inner`), hence

Σ_j 1/sin² a_j = 2N².

```lean
/-- For `N ≥ 1` the inverse squared sines of the midpoint angles add up to `2N²`. -/
theorem sum_inv_sin_sq {N : ℕ} (hN : 0 < N) :
    ∑ j ∈ Finset.range N, 1 / sin (midAngle N j) ^ 2 = 2 * (N : ℝ) ^ 2 := by
  have hN' : (0 : ℝ) < N := by exact_mod_cast hN
  have key : ∀ j ∈ Finset.range N, 1 / sin (midAngle N j) ^ 2 =
      ∑ l ∈ Finset.range (2 * N),
        (1 + 2 * ∑ m ∈ Finset.range l, cos (2 * ((m : ℝ) + 1) * midAngle N j)) := by
    intro j hj
    obtain ⟨h0, h1⟩ := midAngle_bounds (Finset.mem_range.mp hj)
    have hs := (sin_pos_of_pos_of_lt_pi h0 (by linarith [pi_pos])).ne'
    have harg : ((2 * N : ℕ) : ℝ) * midAngle N j = j * π + π / 2 := by
      rw [midAngle, ← mul_div_assoc, div_eq_iff (by positivity)]
      push_cast
      ring
    have hc : cos (j * π) ^ 2 = 1 := by rw [cos_sq', sin_nat_mul_pi]; norm_num
    have hf := fejer_sum (2 * N) (midAngle N j)
    rw [harg, sin_add_pi_div_two, hc] at hf
    rw [div_eq_iff (pow_ne_zero 2 hs)]
    linear_combination hf
  -- only the constant term survives the sum over modes
  have inner : ∀ l ∈ Finset.range (2 * N), ∑ j ∈ Finset.range N,
      (1 + 2 * ∑ m ∈ Finset.range l, cos (2 * ((m : ℝ) + 1) * midAngle N j)) = (N : ℝ) := by
    intro l hl
    have hz : ∑ j ∈ Finset.range N, ∑ m ∈ Finset.range l,
        cos (2 * ((m : ℝ) + 1) * midAngle N j) = 0 := by
      rw [Finset.sum_comm]
      refine Finset.sum_eq_zero fun m hm => ?_
      rw [Finset.mem_range] at hl hm
      have h := sum_cos_midAngle (N := N) (p := m + 1) (by omega) (by omega)
      push_cast at h
      exact h
    rw [Finset.sum_add_distrib, ← Finset.mul_sum, hz]
    simp
  rw [Finset.sum_congr rfl key, Finset.sum_comm, Finset.sum_congr rfl inner,
    Finset.sum_const, Finset.card_range, nsmul_eq_mul]
  push_cast
  ring
```

Q: And how do you get from sines to tangents?

A: By reversing the order of the modes: a_(N−1−j) = π/2 − a_j, so

tan² a_(N−1−j) = cot² a_j = 1/sin² a_j − 1.

The Mathlib lemma `Finset.sum_range_reflect` says that summing f(N−1−j) over j < N gives the same total as summing f(j). Used from right to left, it replaces the tangent sum by its reflected form without constructing a bijection. What remains is to show that the index N−1−j, a subtraction of natural numbers, matches the real subtraction in the angle; `hcast` does this using j < N. Therefore

Σ_j tan² a_j = 2N² − N,

and multiplying by k²/N gives the mean square.

```lean
/-- The mean square frequency of the `N ≥ 1` sampled modes is `k²(2N-1)`. -/
theorem mean_sq_freq (k : ℝ) {N : ℕ} (hN : 0 < N) :
    1 / (N : ℝ) * ∑ j ∈ Finset.range N, freq k N j ^ 2 = k ^ 2 * (2 * N - 1) := by
  have hN' : (N : ℝ) ≠ 0 := by exact_mod_cast hN.ne'
  have ht : ∑ j ∈ Finset.range N, tan (midAngle N j) ^ 2 = 2 * (N : ℝ) ^ 2 - N := by
    -- reversing the order of the modes turns each angle into its complement
    have hr : ∀ j ∈ Finset.range N,
        tan (midAngle N (N - 1 - j)) ^ 2 = 1 / sin (midAngle N j) ^ 2 - 1 := by
      intro j hj
      have hj' := Finset.mem_range.mp hj
      obtain ⟨h0, h1⟩ := midAngle_bounds hj'
      have hs := (sin_pos_of_pos_of_lt_pi h0 (by linarith [pi_pos])).ne'
      have hcast : ((N - 1 - j : ℕ) : ℝ) = N - 1 - j := by
        rw [Nat.sub_sub, Nat.cast_sub (by omega)]
        push_cast
        ring
      have hc : midAngle N (N - 1 - j) = π / 2 - midAngle N j := by
        unfold midAngle
        rw [hcast]
        field_simp
        ring
      rw [hc, tan_eq_sin_div_cos, sin_pi_div_two_sub, cos_pi_div_two_sub, div_pow,
        cos_sq', sub_div, div_self (pow_ne_zero 2 hs)]
    rw [← Finset.sum_range_reflect (fun j => tan (midAngle N j) ^ 2) N,
      Finset.sum_congr rfl hr, Finset.sum_sub_distrib, sum_inv_sin_sq hN]
    simp
  simp only [freq, mul_pow]
  rw [← Finset.mul_sum, ht]
  field_simp
```

Q: Show me a case I can check.

A: Take N = 2. The angles are π/8 and 3π/8, with tangents √2 − 1 and √2 + 1. Their squares are 3 − 2√2 and 3 + 2√2, with mean 3 = 2·2 − 1. The curvature is −6Ek², against −2Ek² for a single mode.

Q: Is the link to the Debye density proved, or only your motivation?

A: It is proved. The first theorem below differentiates the arctangent and applies the fundamental theorem of calculus to obtain (j + 1/2)E/N; the second confirms the equal share E/N.

```lean
/-- For `k > 0`, the Debye bath holds the reorganisation energy `(j + 1/2) E/N` below the
frequency of mode `j < N`. -/
theorem reorg_below_freq (E : ℝ) {k : ℝ} (hk : 0 < k) {N j : ℕ} (hj : j < N) :
    ∫ w in (0 : ℝ)..freq k N j, reorgDensity E k w = ((j : ℝ) + 1 / 2) * (E / N) := by
  have hN : (0 : ℝ) < N := by exact_mod_cast (Nat.zero_le j).trans_lt hj
  obtain ⟨h0, h1⟩ := midAngle_bounds hj
  have hne : ∀ w : ℝ, k ^ 2 + w ^ 2 ≠ 0 := fun w => by positivity
  have hd : ∀ w : ℝ,
      HasDerivAt (fun w => 2 * E / π * arctan (w / k)) (reorgDensity E k w) w := by
    intro w
    refine ((((hasDerivAt_id' w).div_const k).arctan).const_mul (2 * E / π)).congr_deriv ?_
    have h2 : 1 + (w / k) ^ 2 = (k ^ 2 + w ^ 2) / k ^ 2 := by field_simp
    have h3 := hne w
    rw [reorgDensity, h2]
    congr 1
    field_simp
  have hcont : Continuous (reorgDensity E k) :=
    continuous_const.mul (continuous_const.div (by fun_prop) hne)
  rw [intervalIntegral.integral_eq_sub_of_hasDerivAt (fun w _ => hd w)
    (hcont.intervalIntegrable _ _), freq, mul_div_cancel_left₀ _ hk.ne',
    arctan_tan (by linarith) h1, zero_div, arctan_zero, mul_zero, sub_zero, midAngle,
    div_mul_div_comm, ← mul_div_assoc, div_eq_div_iff (by positivity) (by positivity)]
  ring

/-- For `E ≥ 0` and `k > 0`, each of the `N` modes carries the same reorganisation energy
`c_j²/(2w_j²) = E/N`. -/
theorem equal_reorg {E k : ℝ} (hE : 0 ≤ E) (hk : 0 < k) {N j : ℕ} (hj : j < N) :
    coupling E k N j ^ 2 / (2 * freq k N j ^ 2) = E / N := by
  have hN : (0 : ℝ) < N := by exact_mod_cast (Nat.zero_le j).trans_lt hj
  obtain ⟨h0, h1⟩ := midAngle_bounds hj
  have hw : freq k N j ≠ 0 := (mul_pos hk (tan_pos_of_pos_of_lt_pi_div_two h0 h1)).ne'
  rw [coupling, mul_pow, sq_sqrt (by positivity)]
  field_simp
```

Q: Lean's `deriv` returns 0 where a function has no derivative. Is your curvature genuine?

A: Yes. The next theorem states that the kernel is differentiable everywhere and that its derivative has the stated derivative at 0. Differentiating the cosines twice gives

K″(0) = −(2E/N) Σ_j w_j²,

and the mean square finishes it.

```lean
/-- For `E ≥ 0`, `k > 0` and `N ≥ 1`, the memory kernel is differentiable and its second
derivative at time zero is `-2E k²(2N-1)`. -/
theorem kernel_curvature {E k : ℝ} (hE : 0 ≤ E) (hk : 0 < k) {N : ℕ} (hN : 0 < N) :
    Differentiable ℝ (memoryKernel E k N) ∧
      HasDerivAt (deriv (memoryKernel E k N)) (-(2 * E * k ^ 2 * (2 * N - 1))) 0 := by
  have hK : memoryKernel E k N =
      fun t => 2 * E / N * ∑ j ∈ Finset.range N, cos (freq k N j * t) := by
    funext t
    rw [memoryKernel, Finset.mul_sum]
    refine Finset.sum_congr rfl fun j hj => ?_
    linear_combination
      2 * cos (freq k N j * t) * equal_reorg hE hk (Finset.mem_range.mp hj)
  have h1 : ∀ t, HasDerivAt (memoryKernel E k N)
      (2 * E / N * ∑ j ∈ Finset.range N, -sin (freq k N j * t) * freq k N j) t := by
    intro t
    rw [hK]
    refine (HasDerivAt.fun_sum fun j _ => ?_).const_mul _
    exact (((hasDerivAt_id' t).const_mul (freq k N j)).cos).congr_deriv (by ring)
  refine ⟨fun t => (h1 t).differentiableAt, ?_⟩
  rw [funext fun t => (h1 t).deriv]
  have h2 : HasDerivAt
      (fun t => 2 * E / N * ∑ j ∈ Finset.range N, -sin (freq k N j * t) * freq k N j)
      (2 * E / N * ∑ j ∈ Finset.range N, -(freq k N j ^ 2)) 0 := by
    refine (HasDerivAt.fun_sum fun j _ => ?_).const_mul _
    refine ((((hasDerivAt_id' (0 : ℝ)).const_mul (freq k N j)).sin.fun_neg).mul_const
      (freq k N j)).congr_deriv ?_
    rw [mul_zero, cos_zero]
    ring
  refine h2.congr_deriv ?_
  rw [Finset.sum_neg_distrib]
  linear_combination (-2 * E) * mean_sq_freq k hN
```

A: The limit follows because 2N − 1 tends to infinity and 2Ek² is positive.

```lean
/-- For `E > 0` and `k > 0`, the second derivative of the memory kernel at time zero tends
to minus infinity as the number of modes grows. -/
theorem kernel_curvature_diverges {E k : ℝ} (hE : 0 < E) (hk : 0 < k) :
    Tendsto (fun N : ℕ => deriv (deriv (memoryKernel E k N)) 0) atTop atBot := by
  have hlin : Tendsto (fun N : ℕ => 2 * (N : ℝ) + -1) atTop atTop :=
    tendsto_atTop_add_const_right atTop (-1)
      (tendsto_natCast_atTop_atTop.const_mul_atTop two_pos)
  have hc : 0 < 2 * E * k ^ 2 := by positivity
  refine (tendsto_neg_atTop_atBot.comp (hlin.const_mul_atTop hc)).congr' ?_
  filter_upwards [eventually_gt_atTop 0] with N hN
  rw [(kernel_curvature hE.le hk hN).2.deriv, Function.comp_apply]
  ring

end

end DebyeBathSampling
```

Q: So the discretisation fails?

A: Not in general. The continuum kernel is 2E exp(−k|t|), whose kink at t = 0, for E > 0, rules out a finite second derivative there; this comparison is ordinary calculus that the file leaves out. The theorems do not say how well the sampled kernel follows the continuum one at later times, and they cover only this one sampling rule. They contain no system dynamics, temperature or influence functional.

Q: What does it mean for a simulation?

A: In a finite bath of independent harmonic modes sampled this way, the fastest mode has frequency k tan(π(2N−1)/(4N)) = k cot(π/(4N)), which is close to 4Nk/π for large N. The longest time step that still resolves every mode therefore shrinks as modes are added.

```lean
#print axioms DebyeBathSampling.reorg_below_freq
#print axioms DebyeBathSampling.kernel_curvature_diverges
```

```
'DebyeBathSampling.reorg_below_freq' depends on axioms: [propext, Classical.choice, Quot.sound]
'DebyeBathSampling.kernel_curvature_diverges' depends on axioms: [propext, Classical.choice, Quot.sound]
```
